# An elastic tensor equals its totally symmetric part exactly when the Cauchy relations hold

Q: You model the stiffness tensor as a bare real function of four indices. Where are stress, strain and the crystal?

A: They enter only through index symmetries. `Tensor4 ι` holds the components $C_{ijkl}$ in an orthonormal basis labelled by `ι`; for an ordinary solid, `ι` has three elements.

In Lean 4 with Mathlib:

```lean
import Mathlib

namespace CauchyRelations

noncomputable section

/-- Real tensors of rank four, with indices in `ι`. -/
abbrev Tensor4 (ι : Type*) := ι → ι → ι → ι → ℝ
```

Q: Which symmetries do you assume?

A: Two: $C_{ijkl}=C_{jikl}$, from the symmetry of stress, and $C_{ijkl}=C_{klij}$, from the existence of an elastic energy. `IsElastic` assumes both and derives neither. Mechanical stability isn't required.

```lean
variable {ι : Type*}

/-- The index symmetries of an elastic stiffness tensor: `C_ijkl = C_jikl` and
`C_ijkl = C_klij`. -/
def IsElastic (C : Tensor4 ι) : Prop :=
  (∀ i j k l, C i j k l = C j i k l) ∧ (∀ i j k l, C i j k l = C k l i j)
```

Q: And total symmetry?

A: That is invariance under the three exchanges of neighbouring indices, which generate all permutations. The candidate for the totally symmetric part of $C$ is
$$S_{ijkl}=\tfrac13\,(C_{ijkl}+C_{ikjl}+C_{iljk}),$$
written `symPart C`.

```lean
/-- Total symmetry: the tensor is unchanged by the exchange of any two neighbouring indices. -/
def IsTotallySymmetric (T : Tensor4 ι) : Prop :=
  (∀ i j k l, T i j k l = T j i k l) ∧ (∀ i j k l, T i j k l = T i k j l) ∧
    (∀ i j k l, T i j k l = T i j l k)

/-- The Cauchy part `S_ijkl = (C_ijkl + C_ikjl + C_iljk) / 3` of a tensor. -/
def symPart (C : Tensor4 ι) : Tensor4 ι :=
  fun i j k l => (C i j k l + C i k j l + C i l j k) / 3
```

Q: When do you call two such tensors orthogonal?

A: When their product is zero. The product is the full contraction $\langle A,B\rangle=\sum_{ijkl}A_{ijkl}B_{ijkl}$, which needs a finite index set. It runs over all tensor components, so a $6\times6$ Voigt matrix would need multiplicity weights to reproduce it.

```lean
/-- The Frobenius product, the contraction of two tensors over all four indices. -/
def frob [Fintype ι] (A B : Tensor4 ι) : ℝ :=
  ∑ i, ∑ j, ∑ k, ∑ l, A i j k l * B i j k l
```

Q: Three terms are few for an average over 24 permutations. Why is $S$ symmetric?

A: The elastic symmetries supply the rest. First, $C_{ijkl}=C_{klij}=C_{lkij}=C_{ijlk}$, so the last pair is symmetric too.

```lean
/-- An elastic tensor is also symmetric in its last two indices. -/
theorem IsElastic.swap_last {C : Tensor4 ι} (hC : IsElastic C) (i j k l : ι) :
    C i j k l = C i j l k :=
  (hC.2 i j k l).trans ((hC.1 k l i j).trans (hC.2 l k i j))
```

Now exchange neighbours in $S$:

- For $i\leftrightarrow j$, the first term is unchanged, while $C_{jkil}=C_{iljk}$ and $C_{jlik}=C_{ikjl}$ swap the other two.
- For $j\leftrightarrow k$, the first two terms swap, and $C_{ilkj}=C_{iljk}$.
- For $k\leftrightarrow l$, the last two terms swap, and $C_{ijlk}=C_{ijkl}$.

Each `linear_combination` below adds up the equalities used in one of these cases.

```lean
/-- The Cauchy part of an elastic tensor is totally symmetric. -/
theorem symPart_symmetric {C : Tensor4 ι} (hC : IsElastic C) :
    IsTotallySymmetric (symPart C) := by
  -- each exchange of indices only permutes the three terms of the average
  refine ⟨fun i j k l => ?_, fun i j k l => ?_, fun i j k l => ?_⟩
  · simp only [symPart]
    linear_combination (hC.1 i j k l + hC.2 i k j l + hC.2 i l j k) / 3
  · simp only [symPart]
    linear_combination (hC.swap_last i l j k) / 3
  · simp only [symPart]
    linear_combination (hC.swap_last i j k l) / 3
```

Q: Does orthogonality need the elastic symmetries as well?

A: No, only the total symmetry of the other tensor, $T$. Renaming $j\leftrightarrow k$ in the sum gives
$$\sum C_{ikjl}T_{ijkl}=\sum C_{ijkl}T_{ikjl}=\langle C,T\rangle .$$
A further exchange of $k$ and $l$ treats $C_{iljk}$ in the same way. Therefore
$$\langle C-S,T\rangle=\left(1-\tfrac13-\tfrac13-\tfrac13\right)\langle C,T\rangle=0.$$
In the proof, `h23` and `h34` are the two renamings, with `Finset.sum_comm` exchanging the sums, and `key` expands the contraction.

```lean
/-- What remains of a tensor after its Cauchy part is subtracted is Frobenius-orthogonal to
every totally symmetric tensor. -/
theorem frob_sub_symPart [Fintype ι] (C : Tensor4 ι) {T : Tensor4 ι}
    (hT : IsTotallySymmetric T) : frob (C - symPart C) T = 0 := by
  -- exchanging indices of one factor does not change its contraction with `T`
  have h23 : ∀ A : Tensor4 ι, frob (fun i j k l => A i k j l) T = frob A T := by
    intro A
    unfold frob
    refine Finset.sum_congr rfl fun i _ => ?_
    refine Finset.sum_comm.trans ?_
    refine Finset.sum_congr rfl fun j _ => Finset.sum_congr rfl fun k _ =>
      Finset.sum_congr rfl fun l _ => ?_
    rw [hT.2.1 i j k l]
  have h34 : ∀ A : Tensor4 ι, frob (fun i j k l => A i j l k) T = frob A T := by
    intro A
    unfold frob
    refine Finset.sum_congr rfl fun i _ => Finset.sum_congr rfl fun j _ => ?_
    refine Finset.sum_comm.trans ?_
    refine Finset.sum_congr rfl fun k _ => Finset.sum_congr rfl fun l _ => ?_
    rw [hT.2.2 i j k l]
  have h1 := h23 C
  have h2 : frob (fun i j k l => C i l j k) T = frob C T :=
    (h34 (fun i j k l => C i k j l)).trans (h23 C)
  have key : frob (C - symPart C) T = 2 / 3 * frob C T
      - 1 / 3 * frob (fun i j k l => C i k j l) T
      - 1 / 3 * frob (fun i j k l => C i l j k) T := by
    simp only [frob, Finset.mul_sum, ← Finset.sum_sub_distrib]
    refine Finset.sum_congr rfl fun i _ => Finset.sum_congr rfl fun j _ =>
      Finset.sum_congr rfl fun k _ => Finset.sum_congr rfl fun l _ => ?_
    simp only [Pi.sub_apply, symPart]
    ring
  rw [key, h1, h2]
  ring
```

Q: Where do the Cauchy relations come in?

A: They are $C_{ijkl}=C_{ikjl}$ for all indices. If $C=S$, they follow from the symmetry of $S$. Conversely, they give $C_{ikjl}=C_{ijkl}$ and $C_{iljk}=C_{ijlk}=C_{ijkl}$, so all three terms of $S$ equal $C_{ijkl}$.

```lean
/-- An elastic tensor equals its Cauchy part exactly when the Cauchy relations
`C_ijkl = C_ikjl` hold. -/
theorem eq_symPart_iff {C : Tensor4 ι} (hC : IsElastic C) :
    C = symPart C ↔ ∀ i j k l, C i j k l = C i k j l := by
  constructor
  · intro h i j k l
    have hs := (symPart_symmetric hC).2.1 i j k l
    rwa [← h] at hs
  · intro h
    funext i j k l
    simp only [symPart]
    linear_combination (h i j k l + hC.swap_last i j k l + h i j l k) / 3
```

The main theorem collects the three statements for an elastic $C$ in any finite dimension.

```lean
/-- For an elastic tensor `C` with Cauchy part `S`: `S` is totally symmetric, `C - S` is
orthogonal to all totally symmetric tensors, and `C = S` exactly when the Cauchy relations hold. -/
theorem cauchy_decomposition [Fintype ι] {C : Tensor4 ι} (hC : IsElastic C) :
    IsTotallySymmetric (symPart C) ∧
      (∀ T, IsTotallySymmetric T → frob (C - symPart C) T = 0) ∧
      (C = symPart C ↔ ∀ i j k l, C i j k l = C i k j l) :=
  ⟨symPart_symmetric hC, fun _ hT => frob_sub_symPart C hT, eq_symPart_iff hC⟩
```

Q: So have you shown which solids obey the relations?

A: No. The theorem characterises them algebraically and contains no interatomic forces. In practice, for a static, unstressed crystal with central pair forces and every atom at an inversion centre, the relations hold, so a $C-S$ larger than the numerical error in computed elastic constants signals that some part of that model fails.

Q: Is $\langle C-S,C-S\rangle$ a sensible measure of the failure?

A: Yes. Write $C-T=(C-S)+(S-T)$ with $T$ totally symmetric. The cross term $2\langle C-S,S-T\rangle$ vanishes by orthogonality, leaving
$$\langle C-T,C-T\rangle=\langle C-S,C-S\rangle+\langle S-T,S-T\rangle .$$
Thus no totally symmetric tensor is closer to $C$ than $S$.

```lean
/-- The squared distance from an elastic tensor to a totally symmetric tensor `T` is the squared
distance to its Cauchy part plus the squared distance from the Cauchy part to `T`. -/
theorem frob_pythagoras [Fintype ι] {C T : Tensor4 ι} (hC : IsElastic C)
    (hT : IsTotallySymmetric T) :
    frob (C - T) (C - T) = frob (C - symPart C) (C - symPart C)
      + frob (symPart C - T) (symPart C - T) := by
  have key : frob (C - T) (C - T) = frob (C - symPart C) (C - symPart C)
      + frob (symPart C - T) (symPart C - T)
      + 2 * frob (C - symPart C) (symPart C) - 2 * frob (C - symPart C) T := by
    simp only [frob, Finset.mul_sum, ← Finset.sum_add_distrib, ← Finset.sum_sub_distrib]
    refine Finset.sum_congr rfl fun i _ => Finset.sum_congr rfl fun j _ =>
      Finset.sum_congr rfl fun k _ => Finset.sum_congr rfl fun l _ => ?_
    simp only [Pi.sub_apply]
    ring
  -- both cross terms vanish by orthogonality
  rw [key, frob_sub_symPart C (symPart_symmetric hC), frob_sub_symPart C hT]
  ring
```

Q: Can a longitudinal measurement see $C-S$?

A: Not through the longitudinal stiffness $\sum C_{ijkl}n_in_jn_kn_l$, where $n$ is a unit vector in the physical case. The product $n_in_jn_kn_l$ is totally symmetric, so orthogonality gives $C$ and $S$ the same value. The theorem allows any vector $n$.

```lean
/-- The longitudinal stiffness `∑ C_ijkl n_i n_j n_k n_l` along any vector `n` is the same for
a tensor and for its Cauchy part. -/
theorem longitudinal_stiffness [Fintype ι] (C : Tensor4 ι) (n : ι → ℝ) :
    frob C (fun i j k l => n i * n j * n k * n l) =
      frob (symPart C) (fun i j k l => n i * n j * n k * n l) := by
  have hn : IsTotallySymmetric (fun i j k l => n i * n j * n k * n l) :=
    ⟨fun _ _ _ _ => by ring, fun _ _ _ _ => by ring, fun _ _ _ _ => by ring⟩
  have h := frob_sub_symPart C hn
  simp only [frob, Pi.sub_apply, sub_mul, Finset.sum_sub_distrib] at h
  exact sub_eq_zero.mp h
```

The same relabelling works at rank two: a matrix minus its symmetric part is orthogonal to every symmetric matrix.

Q: Show me a material.

A: Take an isotropic solid with first Lamé constant $a$ and shear modulus $b$:
$$C_{ijkl}=a\,\delta_{ij}\delta_{kl}+b\,(\delta_{ik}\delta_{jl}+\delta_{il}\delta_{jk}).$$
The symmetry of $\delta$ gives both elastic symmetries.

```lean
/-- The Kronecker delta. -/
def delta [DecidableEq ι] (i j : ι) : ℝ := if i = j then 1 else 0

/-- The Kronecker delta is symmetric. -/
theorem delta_comm [DecidableEq ι] (i j : ι) : delta i j = delta j i := by
  simp only [delta, eq_comm]

/-- The isotropic stiffness tensor with first Lamé constant `a` and shear modulus `b`. -/
def isotropic [DecidableEq ι] (a b : ℝ) : Tensor4 ι := fun i j k l =>
  a * (delta i j * delta k l) + b * (delta i k * delta j l + delta i l * delta j k)

/-- The isotropic stiffness tensor has the elastic index symmetries. -/
theorem isElastic_witness [DecidableEq ι] (a b : ℝ) :
    IsElastic (isotropic a b : Tensor4 ι) := by
  refine ⟨fun i j k l => ?_, fun i j k l => ?_⟩
  · simp only [isotropic]
    rw [delta_comm i j]
    ring
  · simp only [isotropic]
    rw [delta_comm i k, delta_comm j l, delta_comm i l, delta_comm j k]
    ring
```

For two different indices $i\neq j$, $C_{iijj}=a$ and $C_{ijij}=b$, so the Cauchy relations force $a=b$. If $a=b$, exchanging $j$ and $k$ only permutes three delta products with equal coefficients. `Nontrivial ι` supplies the two different indices; in dimension one, the relations hold for all $a$ and $b$.

```lean
/-- In dimension at least two, an isotropic stiffness tensor equals its Cauchy part exactly when
its two Lamé constants are equal. -/
theorem isotropic_cauchy_iff [DecidableEq ι] [Nontrivial ι] (a b : ℝ) :
    (isotropic a b : Tensor4 ι) = symPart (isotropic a b) ↔ a = b := by
  rw [eq_symPart_iff (isElastic_witness a b)]
  constructor
  · intro h
    -- compare the components `C_iijj = a` and `C_ijij = b`
    obtain ⟨i, j, hij⟩ := exists_pair_ne ι
    simpa [isotropic, delta, hij, hij.symm] using h i i j j
  · intro h i j k l
    simp only [isotropic, h]
    rw [delta_comm k j]
    ring

end

end CauchyRelations
```

```lean
#print axioms CauchyRelations.cauchy_decomposition
#print axioms CauchyRelations.frob_pythagoras
#print axioms CauchyRelations.longitudinal_stiffness
#print axioms CauchyRelations.isotropic_cauchy_iff
```

```
'CauchyRelations.cauchy_decomposition' depends on axioms: [propext, Classical.choice, Quot.sound]
'CauchyRelations.frob_pythagoras' depends on axioms: [propext, Classical.choice, Quot.sound]
'CauchyRelations.longitudinal_stiffness' depends on axioms: [propext, Classical.choice, Quot.sound]
'CauchyRelations.isotropic_cauchy_iff' depends on axioms: [propext, Classical.choice, Quot.sound]
```
